# Additive Hartree-Fock energy and self-consistent direct sums for non-interacting fragments

## Two molecules far apart

Two molecules A and B, far apart and treated in one calculation, should have the sum of their separate energies. The question is whether the Hartree-Fock equations in a finite basis respect this once every integral linking the two is set to zero.

Take an orthonormal spin-orbital basis indexed by p, q, r, s, a one-electron matrix h, two-electron integrals (pq|rs) in chemists' order, and a density matrix D. The mean field G, Fock matrix F and electronic energy E are

G(D)_pq = Σ_rs [(pq|rs) − (ps|rq)] D_sr

F(D) = h + G(D)

E(D) = tr(hD) + ½ tr(G(D)D)

D is called self-consistent if D† = D, D² = D and F(D)D = DF(D); tr D is then the electron number.

Each index belongs to A or to B. The fragments are non-interacting if h_pq = 0 for p, q in different fragments and (pq|rs) = 0 unless q, r, s all lie in the fragment of p. This stands for infinite separation: basis functions on different molecules no longer overlap, and the Coulomb repulsion between a charge distribution on A and one on B, which can fall off as slowly as the inverse distance, has vanished too. The attraction of each molecule's electrons to the other's nuclei also vanishes in this limit. It would sit in the diagonal blocks of h, which the two conditions leave free, so these blocks must be taken as those of the separate molecules.

## Decoupling, block by block

Write M_AA, M_BB for the diagonal blocks of a matrix M, X ⊕ Y for a block-diagonal matrix, and G_A, F_A, E_A for the objects built from h_AA and the integrals with all indices in A (likewise for B). Let D be any matrix.

Fix p in A. Both (pq|rs) and (ps|rq) vanish unless q, r, s are in A. So G(D)_pq = 0 for q in B, while for q in A the sum shrinks to r, s in A and sees only D_AA. The same holds for p in B, so

G(D) = G_A(D_AA) ⊕ G_B(D_BB)

Since h = h_AA ⊕ h_BB, adding gives

F(D) = F_A(D_AA) ⊕ F_B(D_BB)

In tr((X ⊕ Y)D) = Σ_pq (X ⊕ Y)_pq D_qp only pairs p, q in one fragment survive:

tr((X ⊕ Y)D) = tr(X D_AA) + tr(Y D_BB)

Applying this to h and to G(D),

E(D) = E_A(D_AA) + E_B(D_BB)

For D = D_A ⊕ D_B, adjoints and products act blockwise:

D† = D_A† ⊕ D_B†

D² = D_A² ⊕ D_B²

F(D)D − DF(D) = [F_A(D_A), D_A] ⊕ [F_B(D_B), D_B]

Hence D is self-consistent exactly when D_A and D_B are, and tr D = tr D_A + tr D_B.

## The statement in Lean and its reach

The index type is the disjoint union `A ⊕ B` of two finite types, `p.isLeft` tells which fragment p is in, and `g p q r s` is (pq|rs). The blocks M_AA, M_BB are `toBlocks₁₁`, `toBlocks₂₂`; `fromBlocks DA 0 0 DB` is D_A ⊕ D_B; `gA`, `gB` restrict the integrals. Assuming `NonInteracting h g`, the theorem `noninteracting_fragments` states the energy and Fock identities for every complex matrix D, and that self-consistent D_A, D_B give a self-consistent direct sum with additive trace. The converse for direct sums is part of `selfConsistent_directSum_iff`.

Non-interaction is assumed, not derived from a geometry. Neither Hermiticity of h nor any symmetry of the integrals is required, so `energy` is complex-valued. There is no overlap matrix and no nuclear repulsion. `SelfConsistent` says nothing about minimal energy or about filling the lowest orbitals. The result is thus the algebraic core of size consistency for spin-orbital Hartree-Fock with exactly decoupled fragments in a finite basis; the lowest energy of the combined system is not compared with those of the fragments.

```lean
import Mathlib

open Matrix

namespace HartreeFockFragments

noncomputable section

/-- Coulomb minus exchange matrix `G(D)_pq = ∑_rs [(pq|rs) - (ps|rq)] D_sr` for two-electron
integrals `g p q r s = (pq|rs)` and a spin-orbital density matrix `D`. -/
def meanField {ι : Type*} [Fintype ι] (g : ι → ι → ι → ι → ℂ) (D : Matrix ι ι ℂ) :
    Matrix ι ι ℂ :=
  Matrix.of fun p q => ∑ r, ∑ s, (g p q r s - g p s r q) * D s r

/-- The Fock matrix `F(D) = h + G(D)`. -/
def fock {ι : Type*} [Fintype ι] (h : Matrix ι ι ℂ) (g : ι → ι → ι → ι → ℂ)
    (D : Matrix ι ι ℂ) : Matrix ι ι ℂ :=
  h + meanField g D

/-- The Hartree-Fock energy functional `E(D) = tr(h D) + ½ tr(G(D) D)`. -/
def energy {ι : Type*} [Fintype ι] (h : Matrix ι ι ℂ) (g : ι → ι → ι → ι → ℂ)
    (D : Matrix ι ι ℂ) : ℂ :=
  trace (h * D) + (1 / 2) * trace (meanField g D * D)

/-- `D` is a self-consistent projector: Hermitian, idempotent and commuting with `F(D)`. -/
def SelfConsistent {ι : Type*} [Fintype ι] (h : Matrix ι ι ℂ) (g : ι → ι → ι → ι → ℂ)
    (D : Matrix ι ι ℂ) : Prop :=
  D.IsHermitian ∧ D * D = D ∧ fock h g D * D = D * fock h g D

variable {A B : Type*}

/-- Fragments `A` and `B` do not interact: `h_pq` vanishes between fragments, and `(pq|rs)`
vanishes as soon as one of `q, r, s` lies in a different fragment from `p`. -/
structure NonInteracting (h : Matrix (A ⊕ B) (A ⊕ B) ℂ)
    (g : A ⊕ B → A ⊕ B → A ⊕ B → A ⊕ B → ℂ) : Prop where
  one : ∀ p q, p.isLeft ≠ q.isLeft → h p q = 0
  two : ∀ p q r s, p.isLeft ≠ q.isLeft ∨ p.isLeft ≠ r.isLeft ∨ p.isLeft ≠ s.isLeft →
    g p q r s = 0

/-- The two-electron integrals with all four indices in fragment `A`. -/
def gA (g : A ⊕ B → A ⊕ B → A ⊕ B → A ⊕ B → ℂ) (p q r s : A) : ℂ :=
  g (Sum.inl p) (Sum.inl q) (Sum.inl r) (Sum.inl s)

/-- The two-electron integrals with all four indices in fragment `B`. -/
def gB (g : A ⊕ B → A ⊕ B → A ⊕ B → A ⊕ B → ℂ) (p q r s : B) : ℂ :=
  g (Sum.inr p) (Sum.inr q) (Sum.inr r) (Sum.inr s)

variable {h : Matrix (A ⊕ B) (A ⊕ B) ℂ} {g : A ⊕ B → A ⊕ B → A ⊕ B → A ⊕ B → ℂ}

/-- For non-interacting fragments `h` is the direct sum of its diagonal blocks. -/
theorem core_blocks (H : NonInteracting h g) :
    h = fromBlocks h.toBlocks₁₁ 0 0 h.toBlocks₂₂ := by
  ext p q
  rcases p with p | p <;> rcases q with q | q
  · rfl
  · exact H.one _ _ (by simp)
  · exact H.one _ _ (by simp)
  · rfl

variable [Fintype A] [Fintype B]

/-- For non-interacting fragments and any `D`, `G(D) = G_A(D_AA) ⊕ G_B(D_BB)`. -/
theorem meanField_blocks (H : NonInteracting h g) (D : Matrix (A ⊕ B) (A ⊕ B) ℂ) :
    meanField g D
      = fromBlocks (meanField (gA g) D.toBlocks₁₁) 0 0 (meanField (gB g) D.toBlocks₂₂) := by
  -- integrals vanish when the 2nd, 3rd or 4th index leaves the fragment of the 1st
  have a2 : ∀ a b x y, g (Sum.inl a) (Sum.inr b) x y = 0 :=
    fun a b x y => H.two _ _ _ _ (by simp)
  have a3 : ∀ a b x y, g (Sum.inl a) x (Sum.inr b) y = 0 :=
    fun a b x y => H.two _ _ _ _ (by simp)
  have a4 : ∀ a b x y, g (Sum.inl a) x y (Sum.inr b) = 0 :=
    fun a b x y => H.two _ _ _ _ (by simp)
  have b2 : ∀ a b x y, g (Sum.inr b) (Sum.inl a) x y = 0 :=
    fun a b x y => H.two _ _ _ _ (by simp)
  have b3 : ∀ a b x y, g (Sum.inr b) x (Sum.inl a) y = 0 :=
    fun a b x y => H.two _ _ _ _ (by simp)
  have b4 : ∀ a b x y, g (Sum.inr b) x y (Sum.inl a) = 0 :=
    fun a b x y => H.two _ _ _ _ (by simp)
  -- split each sum over the fragments
  ext p q
  rcases p with p | p <;> rcases q with q | q <;>
    simp [meanField, gA, gB, Fintype.sum_sum_type, Matrix.toBlocks₁₁, Matrix.toBlocks₂₂,
      a2, a3, a4, b2, b3, b4]

/-- For non-interacting fragments and any `D`, the Fock matrix is block diagonal:
`F(D) = F_A(D_AA) ⊕ F_B(D_BB)`. -/
theorem fock_blocks (H : NonInteracting h g) (D : Matrix (A ⊕ B) (A ⊕ B) ℂ) :
    fock h g D = fromBlocks (fock h.toBlocks₁₁ (gA g) D.toBlocks₁₁) 0 0
      (fock h.toBlocks₂₂ (gB g) D.toBlocks₂₂) := by
  calc fock h g D = fromBlocks h.toBlocks₁₁ 0 0 h.toBlocks₂₂ + meanField g D := by
        rw [← core_blocks H, fock]
    _ = _ := by
        rw [meanField_blocks H D, fromBlocks_add]
        simp only [fock, add_zero]

/-- For a block-diagonal operator, `tr((X ⊕ Y) D) = tr(X D_AA) + tr(Y D_BB)` for any `D`. -/
theorem trace_blocks_mul (X : Matrix A A ℂ) (Y : Matrix B B ℂ)
    (D : Matrix (A ⊕ B) (A ⊕ B) ℂ) :
    trace (fromBlocks X 0 0 Y * D) = trace (X * D.toBlocks₁₁) + trace (Y * D.toBlocks₂₂) := by
  simp [Matrix.trace, Matrix.mul_apply, Fintype.sum_sum_type, Matrix.toBlocks₁₁,
    Matrix.toBlocks₂₂]

/-- For non-interacting fragments `E(D) = E_A(D_AA) + E_B(D_BB)` for every matrix `D`. -/
theorem energy_additive (H : NonInteracting h g) (D : Matrix (A ⊕ B) (A ⊕ B) ℂ) :
    energy h g D = energy h.toBlocks₁₁ (gA g) D.toBlocks₁₁
      + energy h.toBlocks₂₂ (gB g) D.toBlocks₂₂ := by
  have e1 := trace_blocks_mul h.toBlocks₁₁ h.toBlocks₂₂ D
  have e2 := trace_blocks_mul (meanField (gA g) D.toBlocks₁₁) (meanField (gB g) D.toBlocks₂₂) D
  rw [← core_blocks H] at e1
  rw [← meanField_blocks H D] at e2
  unfold energy
  rw [e1, e2]
  ring

/-- For non-interacting fragments, `D_A ⊕ D_B` is a self-consistent projector of the whole
system if and only if `D_A` and `D_B` are self-consistent projectors of their fragments. -/
theorem selfConsistent_directSum_iff (H : NonInteracting h g)
    (DA : Matrix A A ℂ) (DB : Matrix B B ℂ) :
    SelfConsistent h g (fromBlocks DA 0 0 DB) ↔
      SelfConsistent h.toBlocks₁₁ (gA g) DA ∧ SelfConsistent h.toBlocks₂₂ (gB g) DB := by
  have hF := fock_blocks H (fromBlocks DA 0 0 DB)
  rw [toBlocks_fromBlocks₁₁, toBlocks_fromBlocks₂₂] at hF
  -- each of the three conditions decouples into one condition per block
  simp only [SelfConsistent, hF, Matrix.IsHermitian, fromBlocks_conjTranspose,
    fromBlocks_multiply, fromBlocks_inj, conjTranspose_zero, Matrix.mul_zero, Matrix.zero_mul,
    add_zero, zero_add, true_and]
  tauto

/-- For non-interacting fragments the energy is additive and the Fock matrix block diagonal
for every `D`; a direct sum of self-consistent fragment projectors is self-consistent, with
electron number `tr D_A + tr D_B`. -/
theorem noninteracting_fragments (H : NonInteracting h g) :
    (∀ D, energy h g D = energy h.toBlocks₁₁ (gA g) D.toBlocks₁₁
      + energy h.toBlocks₂₂ (gB g) D.toBlocks₂₂) ∧
    (∀ D, fock h g D = fromBlocks (fock h.toBlocks₁₁ (gA g) D.toBlocks₁₁) 0 0
      (fock h.toBlocks₂₂ (gB g) D.toBlocks₂₂)) ∧
    (∀ DA DB, SelfConsistent h.toBlocks₁₁ (gA g) DA → SelfConsistent h.toBlocks₂₂ (gB g) DB →
      SelfConsistent h g (fromBlocks DA 0 0 DB) ∧
        trace (fromBlocks DA 0 0 DB) = trace DA + trace DB) := by
  refine ⟨energy_additive H, fock_blocks H, fun DA DB hA hB => ⟨?_, ?_⟩⟩
  · exact (selfConsistent_directSum_iff H DA DB).2 ⟨hA, hB⟩
  · simp [Matrix.trace, Fintype.sum_sum_type]

/-- Model one-electron matrix on two fragments of two orbitals: `1` inside a fragment,
`0` between fragments. -/
def modelH : Matrix (Fin 2 ⊕ Fin 2) (Fin 2 ⊕ Fin 2) ℂ :=
  Matrix.of fun p q => if p.isLeft = q.isLeft then 1 else 0

/-- Model integrals `(pq|rs) = δ_pq δ_rs` when `p` and `r` share a fragment, else `0`. -/
def modelG (p q r s : Fin 2 ⊕ Fin 2) : ℂ :=
  if p = q ∧ r = s ∧ p.isLeft = r.isLeft then 1 else 0

/-- The model system is non-interacting, and in fragment `A` the combination
`(00|11) - (01|10)` equals `1`. -/
theorem nonInteracting_witness :
    NonInteracting modelH modelG ∧ gA modelG 0 0 1 1 - gA modelG 0 1 1 0 = 1 := by
  refine ⟨⟨fun p q hpq => ?_, fun p q r s hne => ?_⟩, ?_⟩
  · exact if_neg hpq
  · unfold modelG
    apply if_neg
    rintro ⟨h1, h2, h3⟩
    subst h1
    subst h2
    rcases hne with e | e | e
    · exact e rfl
    · exact e h3
    · exact e h3
  · simp [gA, modelG]

end

end HartreeFockFragments
```

```lean
#print axioms HartreeFockFragments.noninteracting_fragments
-- 'HartreeFockFragments.noninteracting_fragments' depends on axioms: [propext, Classical.choice, Quot.sound]
```

## How the proof follows the algebra

`core_blocks` splits each entry into four cases by fragment: the diagonal ones hold by definition, the others by `H.one`. In `meanField_blocks`, the facts `a2` to `b4` record that an integral vanishes when its second, third or fourth index leaves the fragment of the first; `Fintype.sum_sum_type` splits the sums over r and s, and these facts remove the mixed terms. `fock_blocks` adds the two decompositions with `fromBlocks_add`. `trace_blocks_mul` is the trace identity, which `energy_additive` uses twice (`e1` for h, `e2` for G(D)) before `ring` regroups the terms. In `selfConsistent_directSum_iff`, block adjoints and products are expanded, `fromBlocks_inj` turns each matrix equation into one per block, and `tauto` sorts the six conditions by fragment.

`nonInteracting_witness` supplies a non-interacting model with orbitals 0 and 1 in each fragment and (00|11) − (01|10) = 1 in A. This is the coefficient of D_11 in G_A(D)_00, so interaction inside a fragment survives the hypothesis.

## One spin-orbital per fragment

The two remarks that follow are side calculations, not theorems of the file. With one spin-orbital per fragment, Coulomb and exchange cancel, so G = 0 and F = diag(ε_A, ε_B), where ε_A, ε_B are the diagonal entries of h. The projector with all four entries ½ holds one electron, has energy ½(ε_A + ε_B), and commutes with F exactly when ε_A = ε_B. A self-consistent D therefore need not be a direct sum, and its blocks, here ½, need not be projectors.

## Keeping the long-range Coulomb term

A weaker hypothesis, that products of basis functions from different fragments vanish everywhere in space, would retain (pq|rs) with p, q in one fragment and r, s in the other. The AA block of G would then depend on D_BB, the energy would gain an inter-fragment Coulomb term, and exchange would feed the off-diagonal blocks of D into those of F.
